# Bloch equations and the bound $T_2 \le 2T_1$ for a qubit under Lindblad relaxation and pure dephasing

If the longitudinal time $T_1$ and the transverse time $T_2$ of a qubit are entered into Bloch equations as independent numbers, a choice with $T_2 > 2T_1$ can carry a pure state to a matrix with a negative eigenvalue, which is not a density matrix. For a qubit whose dynamics is a Lindblad equation with one relaxation channel of positive rate and one dephasing channel of non-negative rate, the Lean file below derives the Bloch equations and shows that $T_2 \le 2T_1$.

```lean
import Mathlib

open Matrix Complex

namespace QubitLindblad

noncomputable section

/-- Operators on a qubit. -/
abbrev Op := Matrix (Fin 2) (Fin 2) ℂ

/-- The Pauli matrix `σx`. -/
def σx : Op := !![0, 1; 1, 0]

/-- The Pauli matrix `σy`. -/
def σy : Op := !![0, -I; I, 0]

/-- The Pauli matrix `σz`. -/
def σz : Op := !![1, 0; 0, -1]

/-- The raising operator `(σx + i σy)/2`. -/
def σplus : Op := (1 / 2 : ℂ) • (σx + I • σy)

/-- The Lindblad dissipator `L ρ L† - (L†L ρ + ρ L†L)/2`. -/
def dissipator (L ρ : Op) : Op :=
  L * ρ * Lᴴ - (1 / 2 : ℂ) • (Lᴴ * L * ρ + ρ * (Lᴴ * L))

/-- The relaxation jump operator `√g1 (σx + i σy)/2`. -/
def jumpRelax (g1 : ℝ) : Op := ((Real.sqrt g1 : ℝ) : ℂ) • σplus

/-- The dephasing jump operator `√(gp/2) σz`. -/
def jumpDephase (gp : ℝ) : Op := ((Real.sqrt (gp / 2) : ℝ) : ℂ) • σz

/-- The Hamiltonian `(ω/2) σz`. -/
def hamiltonian (ω : ℝ) : Op := ((ω : ℂ) / 2) • σz

/-- The Lindblad generator: `-i[H, ρ]` plus the relaxation and dephasing dissipators. -/
def lindbladian (ω g1 gp : ℝ) (ρ : Op) : Op :=
  (-I) • (hamiltonian ω * ρ - ρ * hamiltonian ω)
    + dissipator (jumpRelax g1) ρ + dissipator (jumpDephase gp) ρ

/-- The transverse rate `G = g1/2 + gp`. -/
def rateG (g1 gp : ℝ) : ℝ := g1 / 2 + gp

/-- The longitudinal time `T1 = 1/g1`. -/
def T1 (g1 : ℝ) : ℝ := 1 / g1

/-- The transverse time `T2 = 1/G`. -/
def T2 (g1 gp : ℝ) : ℝ := 1 / rateG g1 gp

/-- The expectation value `tr(ρ A)`. -/
def expect (A ρ : Op) : ℂ := trace (ρ * A)

/-- The operator `(x σx + y σy + z σz)/2`. -/
def halfPauli (x y z : ℝ) : Op :=
  (1 / 2 : ℂ) • ((x : ℂ) • σx + (y : ℂ) • σy + (z : ℂ) • σz)

/-- The operator `(1 + x σx + y σy + z σz)/2` with Bloch vector `(x, y, z)`. -/
def bloch (x y z : ℝ) : Op := (1 / 2 : ℂ) • (1 : Op) + halfPauli x y z

/-- The master equation `dρ/dt = 𝓛 ρ` holds at time `t`, entry by entry. -/
def SolvesMasterAt (ω g1 gp : ℝ) (ρ : ℝ → Op) (t : ℝ) : Prop :=
  ∀ i j, HasDerivAt (fun s => ρ s i j) (lindbladian ω g1 gp (ρ t) i j) t

/-- Scaling a jump operator by `c` scales its dissipator by `c c*`. -/
theorem dissipator_smul (c : ℂ) (L ρ : Op) :
    dissipator (c • L) ρ = (c * star c) • dissipator L ρ := by
  simp only [dissipator, conjTranspose_smul, Matrix.smul_mul, Matrix.mul_smul]
  module

/-- Matrix entries of the generator: population moves from level 1 to level 0 at rate `g1`,
and the coherences are multiplied by `∓iω - G`. -/
theorem lindbladian_entries (ω : ℝ) {g1 gp : ℝ} (h1 : 0 ≤ g1) (hp : 0 ≤ gp) (ρ : Op) :
    lindbladian ω g1 gp ρ =
      !![g1 * ρ 1 1, (-(I * ω) - rateG g1 gp) * ρ 0 1;
         (I * ω - rateG g1 gp) * ρ 1 0, -(g1 * ρ 1 1)] := by
  obtain ⟨a, b, c, d, rfl⟩ : ∃ a b c d, ρ = !![a, b; c, d] :=
    ⟨_, _, _, _, Matrix.eta_fin_two ρ⟩
  -- square roots of rates square to the rates
  have hs : ∀ g : ℝ, 0 ≤ g → ((Real.sqrt g : ℝ) : ℂ) * star ((Real.sqrt g : ℝ) : ℂ) = g := by
    intro g hg
    rw [Complex.star_def, Complex.conj_ofReal, ← Complex.ofReal_mul, Real.mul_self_sqrt hg]
  have eP : σplus = !![0, 1; 0, 0] := by
    ext i j
    fin_cases i <;> fin_cases j <;> simp [σplus, σx, σy]
    norm_num
  have ePH : σplusᴴ = !![0, 0; 1, 0] := by
    rw [eP]; ext i j; fin_cases i <;> fin_cases j <;> simp [conjTranspose_apply]
  have eZH : σzᴴ = σz := by
    ext i j; fin_cases i <;> fin_cases j <;> simp [σz, conjTranspose_apply]
  -- the two dissipators at unit strength
  have dP : dissipator σplus !![a, b; c, d] = !![d, -b / 2; -c / 2, -d] := by
    rw [dissipator, ePH, eP]
    simp only [Matrix.mul_fin_two]
    ext i j; fin_cases i <;> fin_cases j <;> simp <;> ring
  have dZ : dissipator σz !![a, b; c, d] = !![0, -2 * b; -2 * c, 0] := by
    rw [dissipator, eZH, σz]
    simp only [Matrix.mul_fin_two]
    ext i j; fin_cases i <;> fin_cases j <;> simp <;> ring
  rw [lindbladian, jumpRelax, jumpDephase, dissipator_smul, dissipator_smul, hs g1 h1,
    hs (gp / 2) (by positivity), dP, dZ]
  simp only [hamiltonian, Matrix.smul_mul, Matrix.mul_smul, σz, Matrix.mul_fin_two]
  ext i j; fin_cases i <;> fin_cases j <;> simp [rateG] <;> ring

/-- Pauli expectation values and trace of `𝓛 ρ` for an arbitrary operator `ρ`. -/
theorem expect_lindbladian (ω : ℝ) {g1 gp : ℝ} (h1 : 0 ≤ g1) (hp : 0 ≤ gp) (ρ : Op) :
    expect σx (lindbladian ω g1 gp ρ) = -rateG g1 gp * expect σx ρ - ω * expect σy ρ ∧
    expect σy (lindbladian ω g1 gp ρ) = ω * expect σx ρ - rateG g1 gp * expect σy ρ ∧
    expect σz (lindbladian ω g1 gp ρ) = -g1 * (expect σz ρ - trace ρ) ∧
    trace (lindbladian ω g1 gp ρ) = 0 := by
  have hx : ∀ M : Op, expect σx M = M 0 1 + M 1 0 := fun M => by
    simp [expect, σx, trace_fin_two, Matrix.mul_apply, Fin.sum_univ_two]
  have hy : ∀ M : Op, expect σy M = I * (M 0 1 - M 1 0) := fun M => by
    simp [expect, σy, trace_fin_two, Matrix.mul_apply, Fin.sum_univ_two]
    ring
  have hz : ∀ M : Op, expect σz M = M 0 0 - M 1 1 := fun M => by
    simp [expect, σz, trace_fin_two, Matrix.mul_apply, Fin.sum_univ_two, sub_eq_add_neg]
  have h := lindbladian_entries ω h1 hp ρ
  have e00 : lindbladian ω g1 gp ρ 0 0 = g1 * ρ 1 1 := congrFun (congrFun h 0) 0
  have e01 : lindbladian ω g1 gp ρ 0 1 = (-(I * ω) - rateG g1 gp) * ρ 0 1 :=
    congrFun (congrFun h 0) 1
  have e10 : lindbladian ω g1 gp ρ 1 0 = (I * ω - rateG g1 gp) * ρ 1 0 :=
    congrFun (congrFun h 1) 0
  have e11 : lindbladian ω g1 gp ρ 1 1 = -(g1 * ρ 1 1) := congrFun (congrFun h 1) 1
  simp only [hx, hy, hz, trace_fin_two, e00, e01, e10, e11]
  refine ⟨by ring, ?_, by ring, by ring⟩
  linear_combination (-(ω : ℂ) * (ρ 0 1 + ρ 1 0)) * I_mul_I

/-- If `ρ(s)` has entrywise derivative `ρ'` at `t`, then `tr(ρ A)` has derivative `tr(ρ' A)`. -/
theorem hasDerivAt_expect (A : Op) {ρ : ℝ → Op} {ρ' : Op} {t : ℝ}
    (h : ∀ i j, HasDerivAt (fun s => ρ s i j) (ρ' i j) t) :
    HasDerivAt (fun s => expect A (ρ s)) (expect A ρ') t := by
  simp only [expect, Matrix.trace, Matrix.diag_apply, Matrix.mul_apply]
  exact HasDerivAt.fun_sum fun i _ => HasDerivAt.fun_sum fun j _ => (h i j).mul_const _

/-- Bloch equations: a trace-one solution of the master equation obeys `x' = -G x - ω y`,
`y' = ω x - G y`, `z' = -g1 (z - 1)` for the Pauli expectation values, and `G ≥ g1/2`. -/
theorem bloch_equations {ω g1 gp t : ℝ} (h1 : 0 ≤ g1) (hp : 0 ≤ gp) {ρ : ℝ → Op}
    (hρ : SolvesMasterAt ω g1 gp ρ t) (htr : trace (ρ t) = 1) :
    HasDerivAt (fun s => expect σx (ρ s))
      (-rateG g1 gp * expect σx (ρ t) - ω * expect σy (ρ t)) t ∧
    HasDerivAt (fun s => expect σy (ρ s))
      (ω * expect σx (ρ t) - rateG g1 gp * expect σy (ρ t)) t ∧
    HasDerivAt (fun s => expect σz (ρ s)) (-g1 * (expect σz (ρ t) - 1)) t ∧
    g1 / 2 ≤ rateG g1 gp := by
  obtain ⟨hx, hy, hz, -⟩ := expect_lindbladian ω h1 hp (ρ t)
  rw [htr] at hz
  refine ⟨(hasDerivAt_expect σx hρ).congr_deriv hx, (hasDerivAt_expect σy hρ).congr_deriv hy,
    (hasDerivAt_expect σz hρ).congr_deriv hz, ?_⟩
  unfold rateG
  linarith

/-- The generator maps `(1 + r·σ)/2` to `r'·σ/2` with
`r' = (-G x - ω y, ω x - G y, -g1 (z - 1))`. -/
theorem lindbladian_bloch (ω : ℝ) {g1 gp : ℝ} (h1 : 0 ≤ g1) (hp : 0 ≤ gp) (x y z : ℝ) :
    lindbladian ω g1 gp (bloch x y z) =
      halfPauli (-rateG g1 gp * x - ω * y) (ω * x - rateG g1 gp * y) (-g1 * (z - 1)) := by
  rw [lindbladian_entries ω h1 hp]
  ext i j
  fin_cases i <;> fin_cases j <;> simp [bloch, halfPauli, σx, σy, σz]
  all_goals first | ring1 | linear_combination ((ω : ℂ) * y / 2) * I_mul_I

/-- Conversely, a real vector obeying the Bloch equations gives a solution `(1 + r·σ)/2`
of the master equation. -/
theorem master_of_bloch {ω g1 gp t : ℝ} (h1 : 0 ≤ g1) (hp : 0 ≤ gp) {x y z : ℝ → ℝ}
    (hx : HasDerivAt x (-rateG g1 gp * x t - ω * y t) t)
    (hy : HasDerivAt y (ω * x t - rateG g1 gp * y t) t)
    (hz : HasDerivAt z (-g1 * (z t - 1)) t) :
    SolvesMasterAt ω g1 gp (fun s => bloch (x s) (y s) (z s)) t := by
  intro i j
  beta_reduce
  rw [lindbladian_bloch ω h1 hp]
  simp only [bloch, halfPauli, Matrix.add_apply, Matrix.smul_apply, smul_eq_mul]
  exact ((((hx.ofReal_comp.mul_const _).fun_add (hy.ofReal_comp.mul_const _)).fun_add
    (hz.ofReal_comp.mul_const _)).const_mul _).const_add _

/-- Damped precession from `(x0, y0, z0)`: the transverse part rotates at frequency `ω` and
decays as `exp(-G s)`, while `z - 1` decays as `exp(-g1 s)`. -/
def relaxed (ω g1 gp x0 y0 z0 s : ℝ) : Op :=
  bloch (Real.exp (-rateG g1 gp * s) * (x0 * Real.cos (ω * s) - y0 * Real.sin (ω * s)))
    (Real.exp (-rateG g1 gp * s) * (x0 * Real.sin (ω * s) + y0 * Real.cos (ω * s)))
    (1 + (z0 - 1) * Real.exp (-g1 * s))

/-- The damped precession solves the master equation at every time and has trace one. -/
theorem relaxed_witness (ω : ℝ) {g1 gp : ℝ} (h1 : 0 ≤ g1) (hp : 0 ≤ gp) (x0 y0 z0 t : ℝ) :
    SolvesMasterAt ω g1 gp (relaxed ω g1 gp x0 y0 z0) t ∧
    trace (relaxed ω g1 gp x0 y0 z0 t) = 1 := by
  have he : ∀ k : ℝ, HasDerivAt (fun s => Real.exp (k * s)) (k * Real.exp (k * t)) t :=
    fun k => ((hasDerivAt_id' t).const_mul k).exp.congr_deriv (by ring)
  have hc : HasDerivAt (fun s => Real.cos (ω * s)) (-ω * Real.sin (ω * t)) t :=
    ((hasDerivAt_id' t).const_mul ω).cos.congr_deriv (by ring)
  have hs : HasDerivAt (fun s => Real.sin (ω * s)) (ω * Real.cos (ω * t)) t :=
    ((hasDerivAt_id' t).const_mul ω).sin.congr_deriv (by ring)
  constructor
  · exact master_of_bloch h1 hp
      (((he (-rateG g1 gp)).fun_mul
        ((hc.const_mul x0).fun_sub (hs.const_mul y0))).congr_deriv (by ring))
      (((he (-rateG g1 gp)).fun_mul
        ((hs.const_mul x0).fun_add (hc.const_mul y0))).congr_deriv (by ring))
      ((((he (-g1)).const_mul (z0 - 1)).const_add 1).congr_deriv (by ring))
  · simp [relaxed, bloch, halfPauli, σx, σy, σz, trace_fin_two]
    ring

/-- For `g1 > 0` and `gp ≥ 0` one has `T2 ≤ 2 T1`, with equality exactly when `gp = 0`. -/
theorem T2_le_two_T1 {g1 gp : ℝ} (h1 : 0 < g1) (hp : 0 ≤ gp) :
    T2 g1 gp ≤ 2 * T1 g1 ∧ (T2 g1 gp = 2 * T1 g1 ↔ gp = 0) := by
  have hG : 0 < rateG g1 gp := by unfold rateG; linarith
  have hg : 2 * gp = 2 * rateG g1 gp - g1 := by unfold rateG; ring
  have hG' := hG.ne'
  have h1' := h1.ne'
  -- the gap between the two times
  have key : 2 * T1 g1 - T2 g1 gp = 2 * gp / (g1 * rateG g1 gp) := by
    rw [T1, T2, hg]
    field_simp
  have hpos : 0 < g1 * rateG g1 gp := mul_pos h1 hG
  have hnn : 0 ≤ 2 * gp / (g1 * rateG g1 gp) := div_nonneg (by linarith) hpos.le
  refine ⟨by linarith, fun h => ?_, fun h => ?_⟩
  · have h0 : 2 * gp / (g1 * rateG g1 gp) = 0 := by linarith
    rcases div_eq_zero_iff.mp h0 with h2 | h2
    · linarith
    · exact absurd h2 hpos.ne'
  · have h0 : 2 * gp / (g1 * rateG g1 gp) = 0 := by rw [h]; simp
    linarith

end

end QubitLindblad
```

```lean
#print axioms QubitLindblad.bloch_equations
#print axioms QubitLindblad.T2_le_two_T1
```

```
'QubitLindblad.bloch_equations' depends on axioms: [propext, Classical.choice, Quot.sound]
'QubitLindblad.T2_le_two_T1' depends on axioms: [propext, Classical.choice, Quot.sound]
```

## The generator and the three results

An operator is a complex $2\times2$ matrix (`Op`) with rows and columns numbered $0$ and $1$; level $0$ is the $+1$ eigenvector of $\sigma_z$. For a jump operator $L$ and an operator $\rho$, `dissipator` is
$$D[L]\rho = L\rho L^\dagger - \tfrac12\left(L^\dagger L\rho + \rho L^\dagger L\right),$$
with `Lᴴ` for $L^\dagger$. With $\sigma_+ = (\sigma_x + i\sigma_y)/2$ (`σplus`), a real frequency $\omega$, real rates $g_1$ and $g_p$ (`g1`, `gp`) and $\hbar = 1$, `lindbladian` is
$$\mathcal L\rho = -i\left[\tfrac{\omega}{2}\sigma_z, \rho\right] + D\!\left[\sqrt{g_1}\,\sigma_+\right]\rho + D\!\left[\sqrt{g_p/2}\,\sigma_z\right]\rho .$$
`SolvesMasterAt ω g1 gp ρ t` says that at the time $t$ each entry $\rho_{ij}$, a complex function of real time, has derivative $(\mathcal L\rho(t))_{ij}$. The expectation value `expect A ρ` is $\operatorname{tr}(\rho A)$, and `rateG` is $G = g_1/2 + g_p$.

Let $x, y, z$ be the expectation values of $\sigma_x, \sigma_y, \sigma_z$. The theorem `bloch_equations` assumes $g_1 \ge 0$, $g_p \ge 0$, the master equation at $t$ and $\operatorname{tr}\rho(t) = 1$. It concludes that at $t$
$$x' = -Gx - \omega y, \qquad y' = \omega x - Gy, \qquad z' = -g_1(z-1),$$
and that $G \ge g_1/2$. At $\omega = 0$ the transverse equations reduce to $x' = -Gx$ and $y' = -Gy$.

The converse is `master_of_bloch`: three real functions that obey these equations at $t$ give a solution $\rho = \tfrac12(1 + x\sigma_x + y\sigma_y + z\sigma_z)$, the operator `bloch`. `relaxed_witness` supplies a trace-one solution for all times and any real $x_0, y_0, z_0$.

Finally $T_1 = 1/g_1$ and $T_2 = 1/G$ are definitions, and `T2_le_two_T1` states that for $g_1 > 0$, $g_p \ge 0$ one has $T_2 \le 2T_1$, with equality exactly when $g_p = 0$. The strict condition matters because Lean sets $1/0 = 0$: for $g_1 = 0$, $g_p = 1$ the inequality would read $1 \le 0$, where a physicist has an infinite $T_1$.

## Rates, levels and idealisations

The rate $g_1$ is the probability per unit time that a qubit in level $1$ jumps to level $0$. No jump operator for the reverse process is included, so for $g_1 > 0$ the populations relax to $z = 1$, that is, into level $0$. Level $0$ has energy $+\omega/2$; it is the lower level when $\omega < 0$, and in that case the channel describes decay into a bath at zero temperature. For $\omega > 0$ the same channel pumps the qubit into its upper level; the theorems allow either sign. The rate $g_p$ stands for elastic processes, such as fast fluctuations of the level splitting, which scramble the relative phase and leave the populations alone. The factor $\tfrac12$ under its square root makes the contribution to the decay rate of the coherences equal to $g_p$. The signs $g_1, g_p \ge 0$ express that $g_1$ and $g_p/2$ are the squared moduli of the two jump amplitudes.

The Lindblad form with constant rates is assumed and not derived from a system–bath model. There is one qubit, no drive and no thermal excitation. The operator $\rho$ in `bloch_equations` need not be Hermitian or positive, so $x, y, z$ are complex numbers there; for Hermitian $\rho$ they are real. Trace one is required only at the time $t$. Uniqueness of solutions and preservation of positivity are not among the statements, and $(x_0, y_0, z_0)$ is not restricted to the unit ball.

For the two channels of this model and $g_1 > 0$, the relation $1/T_2 = 1/(2T_1) + g_p$ separates pure dephasing from relaxation, and $T_2 \le 2T_1$ is a consistency condition on the two times put into a simulation of the model.

## Matrix entries of the generator

Replacing $L$ by $cL$ for a complex number $c$ replaces $L^\dagger$ by $c^*L^\dagger$. Each term of $D$ holds one $L$ and one $L^\dagger$, so $D[cL] = cc^*D[L]$. This is `dissipator_smul`, where `module` collects the scalars. With $c = \sqrt g$ and $g \ge 0$ the prefactor is $g$, the step `hs` in `lindbladian_entries`, which is where the sign hypotheses enter.

Since $\sigma_+ = |0\rangle\langle 1|$, one has $\sigma_+^\dagger\sigma_+ = |1\rangle\langle1|$ and $\sigma_+\rho\sigma_+^\dagger = \rho_{11}|0\rangle\langle0|$. Half the anticommutator of $|1\rangle\langle 1|$ with $\rho$ has entries $0$, $\rho_{01}/2$, $\rho_{10}/2$, $\rho_{11}$. For $\sigma_z$, $\sigma_z^\dagger\sigma_z = 1$ gives $D[\sigma_z]\rho = \sigma_z\rho\sigma_z - \rho$, and conjugation by $\sigma_z$ flips the sign of the off-diagonal entries. Hence
$$D[\sigma_+]\rho = \begin{pmatrix}\rho_{11} & -\rho_{01}/2\\ -\rho_{10}/2 & -\rho_{11}\end{pmatrix}, \qquad D[\sigma_z]\rho = \begin{pmatrix}0 & -2\rho_{01}\\ -2\rho_{10} & 0\end{pmatrix},$$
which are `dP` and `dZ`, proved entry by entry after $\rho$ is written as `!![a, b; c, d]`. The commutator $[\sigma_z,\rho]$ has off-diagonal entries $2\rho_{01}$ and $-2\rho_{10}$ and a zero diagonal, so the Hamiltonian term contributes $-i\omega\rho_{01}$ and $+i\omega\rho_{10}$. Adding the three parts with weights $1$, $g_1$ and $g_p/2$ gives
$$\mathcal L\rho = \begin{pmatrix} g_1\rho_{11} & (-i\omega - G)\rho_{01}\\ (i\omega - G)\rho_{10} & -g_1\rho_{11}\end{pmatrix}.$$
The term $g_1/2$ in $G$ comes from the anticommutator: the relaxation channel of this model empties level $1$ at rate $g_1$ and damps the coherences at half that rate.

## From the entries to the Bloch vector and back

For any $\rho$ the traces are $x = \rho_{01} + \rho_{10}$, $y = i(\rho_{01} - \rho_{10})$ and $z = \rho_{00} - \rho_{11}$ (`hx`, `hy`, `hz` in `expect_lindbladian`). Applied to $\mathcal L\rho$ they give
$$\operatorname{tr}(\mathcal L\rho\,\sigma_x) = -G(\rho_{01} + \rho_{10}) - i\omega(\rho_{01} - \rho_{10}) = -Gx - \omega y,$$
$$\operatorname{tr}(\mathcal L\rho\,\sigma_y) = -i^2\omega(\rho_{01} + \rho_{10}) - iG(\rho_{01} - \rho_{10}) = \omega x - Gy,$$
$$\operatorname{tr}(\mathcal L\rho\,\sigma_z) = 2g_1\rho_{11} = -g_1(z - \operatorname{tr}\rho),$$
and $\operatorname{tr}\mathcal L\rho = 0$. Only the second line needs $i^2 = -1$, which `linear_combination` supplies through `I_mul_I`; `ring` settles the others.

For fixed $A$, $\operatorname{tr}(\rho A) = \sum_{ij}\rho_{ij}A_{ji}$ is a finite sum with constant coefficients, so its derivative is $\operatorname{tr}(\rho' A)$. `hasDerivAt_expect` applies `HasDerivAt.fun_sum` once for each index. In `bloch_equations`, `rw [htr] at hz` sets the trace to one, `congr_deriv` exchanges $\operatorname{tr}(\mathcal L\rho\,\sigma)$ for the right-hand sides above, and `linarith` gets $G \ge g_1/2$ from $g_p \ge 0$.

For the converse, the Bloch form has $\rho_{11} = (1-z)/2$, $\rho_{01} = (x - iy)/2$ and $\rho_{10} = (x+iy)/2$. Then $(\mathcal L\rho)_{00} = -g_1(z-1)/2$ and
$$(-i\omega - G)\,\frac{x - iy}{2} = \frac{(-Gx - \omega y) - i(\omega x - Gy)}{2},$$
with the negative and the complex conjugate of these in the entries $11$ and $10$. Thus $\mathcal L\rho = \tfrac12(u\sigma_x + v\sigma_y + w\sigma_z)$, where $u, v, w$ are the three right-hand sides of the Bloch equations; this is `lindbladian_bloch`, with `halfPauli` for the traceless operator. Each entry of the Bloch form is a constant plus a linear combination of $x, y, z$, so `master_of_bloch` differentiates term by term, with `ofReal_comp` embedding the real functions in $\mathbb C$.

The transverse equations combine to $(x+iy)' = (i\omega - G)(x+iy)$, solved at time $s$ by $e^{(i\omega - G)s}(x_0 + iy_0)$. Its real and imaginary parts, together with $z = 1 + (z_0 - 1)e^{-g_1 s}$, define `relaxed`. The proof of `relaxed_witness` differentiates the exponential, cosine and sine (`he`, `hc`, `hs`), applies the product rule `fun_mul` and passes the result to `master_of_bloch`. For $g_1 > 0$ the transverse amplitude of this solution falls to $1/e$ of its value in the time $1/G$, and $z - 1$ does so in the time $1/g_1$, which is the meaning of $T_2$ and $T_1$.

## The gap between the two times

For $g_1 > 0$ and $g_p \ge 0$ the rate $G$ is positive, and
$$2T_1 - T_2 = \frac{2}{g_1} - \frac1G = \frac{2G - g_1}{g_1G} = \frac{2g_p}{g_1G}.$$
This is `key`, closed by `field_simp`. The denominator is positive and the numerator non-negative, which gives the inequality. The quotient vanishes exactly when $g_p = 0$; `div_eq_zero_iff` splits one direction into a zero numerator or a zero denominator, and `hpos` excludes the second.

## A wrong trace and a negative dephasing rate

The two examples that follow are worked arithmetic and not theorems of the file. The master equation is linear, so the constant $\rho = 0$ solves it. It has $z = 0$ and $z' = 0$, whereas $-g_1(z-1) = g_1$, so without trace one the third Bloch equation fails for every $g_1 > 0$.

Without $g_p \ge 0$, take $g_1 = 1$ and $g_p = -\tfrac14$. Then $G = \tfrac14$ and $T_2 = 4 > 2 = 2T_1$. Bloch equations with these rates give, for the squared length $r^2 = x^2 + y^2 + z^2$,
$$(r^2)' = -2G(x^2 + y^2) + 2g_1 z(1 - z),$$
since the $\omega$ terms cancel. At the pure state $(x,y,z) = (\tfrac35, 0, \tfrac45)$ this is $-\tfrac{9}{50} + \tfrac{16}{50} = \tfrac{7}{50} > 0$. The length $r$ grows beyond $1$, and the eigenvalue $(1 - r)/2$ of the Bloch form turns negative.
